# Centred Gaussian trial states in a classical double well: one optimal width and a positive effective stiffness at every positive temperature

Consider one classical coordinate, a displacement $x$, in the potential $V(x)=-\tfrac a2x^2+\tfrac b4x^4$. The constant $b>0$ is the quartic stiffness that confines the particle. For $a>0$ the origin is a maximum between two wells, and $-a$ is the curvature there. The temperature $T>0$ is in energy units, so $k_B=1$. The trial states are Gaussians centred at zero with variance $s>0$. A classical harmonic oscillator with energy $\tfrac12Kx^2$ has variance $T/K$, so a trial state of variance $s$ has effective stiffness $K=T/s$.

```lean
import Mathlib

open MeasureTheory
open scoped Real

namespace DoubleWellGaussian

noncomputable section
```

The file loads the mathematics library Mathlib. The two `open` lines allow short names for Mathlib's results on integrals and the symbol `π` for the number $\pi$.

```lean
/-- The double-well potential `-a x²/2 + b x⁴/4`. -/
def doubleWell (a b x : ℝ) : ℝ := -a / 2 * x ^ 2 + b / 4 * x ^ 4
```

This is $V(x)$. The type `ℝ` says that $a$, $b$ and $x$ are real numbers; no signs are fixed yet.

```lean
/-- The normalised Gaussian density of variance `s`, for `s > 0`, centred at zero. -/
def gaussian (s x : ℝ) : ℝ := Real.exp (-(1 / (2 * s)) * x ^ 2) / √(2 * π * s)
```

This is the normalised density $g_s(x)=e^{-x^2/(2s)}/\sqrt{2\pi s}$.

```lean
/-- The Gibbs variational functional `⟨V⟩ + T ⟨ln p⟩` (with `k_B = 1`) of the Gaussian
density `p` of variance `s > 0` in the double well. -/
def gibbsFunctional (a b T s : ℝ) : ℝ :=
  ∫ x, gaussian s x * (doubleWell a b x + T * Real.log (gaussian s x))
```

The functional is $\int g_s\,(V+T\ln g_s)\,dx$, the mean potential energy minus $T$ times the entropy $-\int g_s\ln g_s\,dx$. The kinetic energy is left out, since classically it adds a term independent of $s$.

```lean
/-- The Gaussian trial free energy as a function of the variance `s > 0`, up to a term independent
of `s`. -/
def trialFreeEnergy (a b T s : ℝ) : ℝ :=
  -a * s / 2 + 3 * b * s ^ 2 / 4 - T / 2 * Real.log s
```

This is the function to be minimised,
$$F(s)=-\frac{as}{2}+\frac{3bs^2}{4}-\frac T2\ln s .$$
It is defined separately from the integral, and the two are connected by a theorem below.

```lean
/-- The variance `(a + √(a² + 12bT)) / (6b)`, for `b > 0` and `T > 0`. -/
def optimalVariance (a b T : ℝ) : ℝ := (a + √(a ^ 2 + 12 * b * T)) / (6 * b)
```

This names the candidate $s_*=\dfrac{a+\sqrt{a^2+12bT}}{6b}$. It comes from setting $F'(s)=-\tfrac a2+\tfrac{3bs}2-\tfrac T{2s}$ to zero, which gives $3bs^2=as+T$, and taking the positive root.

## Moments of the Gaussian

```lean
/-- Every power of the displacement is integrable against the Gaussian density. -/
theorem gaussian_integrable {s : ℝ} (hs : 0 < s) (n : ℕ) :
    Integrable (fun x : ℝ => x ^ n * gaussian s x) := by
  have hn : (0 : ℝ) ≤ n := Nat.cast_nonneg n
  have h := integrable_rpow_mul_exp_neg_mul_sq (b := 1 / (2 * s)) (by positivity)
    (s := (n : ℝ)) (by linarith)
  simp only [Real.rpow_natCast] at h
  exact (h.div_const (√(2 * π * s))).congr
    (Filter.Eventually.of_forall fun x => mul_div_assoc _ _ _)
```

In a Lean theorem, the hypotheses stand before the colon and the claim after it; the proof follows `:= by`. Here `hs` is the assumption $s>0$, and the claim is that $x^ng_s(x)$ is integrable for every natural number $n$. The Gaussian factor decays faster than any power grows. Mathlib has this for the unnormalised exponential, and the proof divides by the constant $\sqrt{2\pi s}$.

```lean
/-- Moments of the Gaussian density obey `⟨xⁿ⁺²⟩ = (n + 1) s ⟨xⁿ⟩`. -/
theorem gaussian_moment_step {s : ℝ} (hs : 0 < s) (n : ℕ) :
    ∫ x, x ^ (n + 2) * gaussian s x = (n + 1) * s * ∫ x, x ^ n * gaussian s x := by
  have hg : ∀ x, HasDerivAt (gaussian s) (-(x / s) * gaussian s x) x := by
    intro x
    have h2 : HasDerivAt (fun y : ℝ => -(1 / (2 * s)) * y ^ 2) (-(x / s)) x := by
      refine ((hasDerivAt_pow 2 x).const_mul (-(1 / (2 * s)))).congr_deriv ?_
      simp only [Nat.cast_ofNat, Nat.reduceSub, pow_one]
      ring
    exact (h2.exp.div_const (√(2 * π * s))).congr_deriv (by simp only [gaussian]; ring)
  have hd : ∀ x, HasDerivAt (fun y : ℝ => y ^ (n + 1) * gaussian s y)
      (((n : ℝ) + 1) * (x ^ n * gaussian s x) - 1 / s * (x ^ (n + 2) * gaussian s x)) x := by
    intro x
    refine ((hasDerivAt_pow (n + 1) x).fun_mul (hg x)).congr_deriv ?_
    simp only [Nat.add_sub_cancel, Nat.cast_add, Nat.cast_one]
    ring
  -- the derivative integrates to zero, as it and the function itself are integrable
  have i0 := (gaussian_integrable hs n).const_mul ((n : ℝ) + 1)
  have i2 := (gaussian_integrable hs (n + 2)).const_mul (1 / s)
  have h0 := integral_eq_zero_of_hasDerivAt_of_integrable hd (i0.sub i2)
    (gaussian_integrable hs (n + 1))
  rw [integral_sub i0 i2, integral_const_mul, integral_const_mul] at h0
  have e : s * (1 / s) = 1 := mul_one_div_cancel hs.ne'
  linear_combination (-s) * h0 - (∫ x, x ^ (n + 2) * gaussian s x) * e
```

Write $\langle x^n\rangle=\int x^ng_s\,dx$. Since $g_s'=-(x/s)g_s$,
$$\frac{d}{dx}\left(x^{n+1}g_s\right)=(n+1)x^ng_s-\frac1s\,x^{n+2}g_s .$$
The left side integrates to zero over the real line, so $\langle x^{n+2}\rangle=(n+1)\,s\,\langle x^n\rangle$.

The proof has the same order: `hg` is the derivative of $g_s$, `hd` the derivative of the product, and `h0` the vanishing integral. The closing `linear_combination` multiplies `h0` by $-s$ and checks the remaining algebra.

```lean
/-- The Gaussian density has total weight one, second moment `s` and fourth moment `3s²`. -/
theorem gaussian_moments {s : ℝ} (hs : 0 < s) :
    ∫ x, x ^ 0 * gaussian s x = 1 ∧ ∫ x, x ^ 2 * gaussian s x = s ∧
      ∫ x, x ^ 4 * gaussian s x = 3 * s ^ 2 := by
  have h0 : ∫ x, x ^ 0 * gaussian s x = 1 := by
    simp only [pow_zero, one_mul, gaussian]
    have e : π / (1 / (2 * s)) = 2 * π * s := by
      rw [div_div_eq_mul_div]
      ring
    rw [integral_div, integral_gaussian, e]
    exact div_self (by positivity)
  have h2 : ∫ x, x ^ 2 * gaussian s x = s :=
    (gaussian_moment_step hs 0).trans (by rw [h0]; push_cast; ring)
  have h4 : ∫ x, x ^ 4 * gaussian s x = 3 * s ^ 2 :=
    (gaussian_moment_step hs 2).trans (by rw [h2]; push_cast; ring)
  exact ⟨h0, h2, h4⟩
```

The Gaussian integral $\int e^{-x^2/(2s)}dx=\sqrt{2\pi s}$ gives $\langle x^0\rangle=1$. The recursion with $n=0$ gives $\langle x^2\rangle=s$, and with $n=2$ it gives $\langle x^4\rangle=3s\cdot s=3s^2$. The symbol `∧` means "and".

## From the integral to $F(s)$

```lean
/-- The Gibbs functional of the Gaussian density is the trial free energy minus
`(T/2)(1 + ln 2π)`. -/
theorem gibbsFunctional_eq (a b T : ℝ) {s : ℝ} (hs : 0 < s) :
    gibbsFunctional a b T s =
      trialFreeEnergy a b T s - T / 2 * (1 + Real.log (2 * π)) := by
  obtain ⟨h0, h2, h4⟩ := gaussian_moments hs
  have hlog : ∀ x, Real.log (gaussian s x) =
      -(1 / (2 * s)) * x ^ 2 - (Real.log (2 * π) + Real.log s) / 2 := by
    intro x
    rw [gaussian, Real.log_div (Real.exp_ne_zero _) (by positivity), Real.log_exp,
      Real.log_sqrt (by positivity), Real.log_mul (by positivity) hs.ne']
  -- the integrand is a combination of the moments of order 2, 4 and 0
  have hint : ∀ x, gaussian s x * (doubleWell a b x + T * Real.log (gaussian s x)) =
      (-a / 2 - T / (2 * s)) * (x ^ 2 * gaussian s x) + b / 4 * (x ^ 4 * gaussian s x)
        + -(T * (Real.log (2 * π) + Real.log s) / 2) * (x ^ 0 * gaussian s x) := by
    intro x
    rw [hlog x]
    simp only [doubleWell]
    ring
  have i2 := (gaussian_integrable hs 2).const_mul (-a / 2 - T / (2 * s))
  have i4 := (gaussian_integrable hs 4).const_mul (b / 4)
  have i0 := (gaussian_integrable hs 0).const_mul
    (-(T * (Real.log (2 * π) + Real.log s) / 2))
  have i24 : Integrable (fun x : ℝ => (-a / 2 - T / (2 * s)) * (x ^ 2 * gaussian s x)
      + b / 4 * (x ^ 4 * gaussian s x)) := i2.add i4
  rw [gibbsFunctional, integral_congr_ae (Filter.Eventually.of_forall hint),
    integral_add i24 i0, integral_add i2 i4, integral_const_mul, integral_const_mul,
    integral_const_mul, h0, h2, h4, trialFreeEnergy]
  have e : T / (2 * s) * s = T / 2 := by field_simp
  linear_combination -e
```

The logarithm of the density is $\ln g_s=-\frac{x^2}{2s}-\frac12\ln(2\pi)-\frac12\ln s$. Taking averages,
$$\langle V\rangle=-\frac{as}2+\frac{3bs^2}4,\qquad T\langle\ln g_s\rangle=-\frac T2-\frac T2\ln(2\pi)-\frac T2\ln s .$$
The sum is $F(s)-\frac T2\left(1+\ln 2\pi\right)$. The subtracted term doesn't depend on $s$, so minimising $F$ is the same as minimising the functional over centred Gaussians.

In the proof, `hlog` is the formula for the logarithm and `hint` sorts the integrand into moments of order 2, 4 and 0. Integrability then allows the integral to be split, and the moments are inserted.

Minimising this functional is motivated by the Gibbs variational principle, by which it bounds the exact configurational free energy from above; that bound is not proved here.

## The optimal width

```lean
/-- The optimal variance is positive and solves `3bs² = as + T`; the ratio `T/s` there is
`(√(a² + 12bT) - a)/2`. -/
theorem optimalVariance_spec (a : ℝ) {b T : ℝ} (hb : 0 < b) (hT : 0 < T) :
    0 < optimalVariance a b T ∧
      3 * b * optimalVariance a b T ^ 2 = a * optimalVariance a b T + T ∧
      T / optimalVariance a b T = (√(a ^ 2 + 12 * b * T) - a) / 2 := by
  have hbT := mul_pos hb hT
  have hr : √(a ^ 2 + 12 * b * T) ^ 2 = a ^ 2 + 12 * b * T :=
    Real.sq_sqrt (by nlinarith [sq_nonneg a])
  have habs : |a| < √(a ^ 2 + 12 * b * T) := by
    rw [← Real.sqrt_sq_eq_abs]
    exact Real.sqrt_lt_sqrt (sq_nonneg a) (by linarith)
  have hpos : 0 < optimalVariance a b T :=
    div_pos (by linarith [neg_abs_le a]) (by positivity)
  have h6 : 6 * b * optimalVariance a b T = a + √(a ^ 2 + 12 * b * T) :=
    mul_div_cancel₀ _ (by positivity)
  generalize optimalVariance a b T = s at *
  generalize √(a ^ 2 + 12 * b * T) = r at *
  have hq : 3 * b * s ^ 2 = a * s + T := by
    apply mul_left_cancel₀ (show 12 * b ≠ 0 by positivity)
    linear_combination (6 * b * s + r - a) * h6 + hr
  refine ⟨hpos, hq, ?_⟩
  rw [div_eq_iff hpos.ne']
  linear_combination (s / 2) * h6 - hq
```

Let $r=\sqrt{a^2+12bT}$. Since $12bT>0$, we have $r>|a|$, so $a+r>0$ and $s_*>0$ for either sign of $a$. By definition $6bs_*-a=r$. Squaring gives
$$36b^2s_*^2-12abs_*+a^2=a^2+12bT,$$
and division by $12b$ gives $3bs_*^2=as_*+T$. Dividing this by $s_*$,
$$\frac T{s_*}=3bs_*-a=\frac{a+r}2-a=\frac{r-a}2 .$$

In Lean, `habs` is $r>|a|$ and `h6` is $6bs_*=a+r$. The two `generalize` lines then replace the long expressions by the letters `s` and `r`, leaving only polynomial algebra.

```lean
/-- For `b, T > 0` the trial free energy has exactly one minimiser among positive variances,
the optimal variance, and `T/s` there equals `(√(a² + 12bT) - a)/2`. -/
theorem trialFreeEnergy_unique_minimiser (a : ℝ) {b T : ℝ} (hb : 0 < b) (hT : 0 < T) :
    0 < optimalVariance a b T ∧
      (∀ t, 0 < t → t ≠ optimalVariance a b T →
        trialFreeEnergy a b T (optimalVariance a b T) < trialFreeEnergy a b T t) ∧
      T / optimalVariance a b T = (√(a ^ 2 + 12 * b * T) - a) / 2 := by
  obtain ⟨hs, hq, hk⟩ := optimalVariance_spec a hb hT
  refine ⟨hs, ?_, hk⟩
  clear hk
  generalize optimalVariance a b T = s at *
  intro t ht hne
  -- strict concavity of the entropy, in the form ln u < u - 1
  have hl := Real.log_lt_sub_one_of_pos (div_pos ht hs)
    (fun h => hne ((div_eq_one_iff_eq hs.ne').mp h))
  rw [Real.log_div ht.ne' hs.ne'] at hl
  have hm := mul_lt_mul_of_pos_left hl (half_pos hT)
  have e : T / 2 * (t / s - 1) = (3 * b * s - a) * (t - s) / 2 := by
    field_simp
    linear_combination -hq
  rw [e] at hm
  unfold trialFreeEnergy
  nlinarith [mul_nonneg hb.le (sq_nonneg (t - s))]
```

The theorem has three parts: $s_*$ is positive, every other positive $t$ has $F(t)>F(s_*)$, and the stiffness at $s_*$ has the closed form above. The strict inequality gives both minimality and uniqueness. It requires $b,T>0$ but puts no condition on the sign of $a$.

For $t\neq s_*$, the inequality $\ln u<u-1$, valid for positive $u\ne1$, is applied to $u=t/s_*$:
$$F(t)-F(s_*)>-\frac a2(t-s_*)+\frac{3b}4(t^2-s_*^2)-\frac T{2s_*}(t-s_*).$$
Inserting $T/s_*=3bs_*-a$ cancels the terms in $a$ and leaves
$$\frac{3b}4(t^2-s_*^2)-\frac{3bs_*}2(t-s_*)=\frac{3b}4(t-s_*)^2\ge0 .$$

The logarithmic inequality is `hl`, its multiple by $T/2$ is `hm`, and `e` inserts the stationarity equation. The tactic `nlinarith` finishes with the hint that $b(t-s_*)^2\ge0$. The comparison covers all positive $t$, near or far, so no second-derivative test is needed.

## Stiffness as an averaged curvature

```lean
/-- The curvature of the double well at displacement `x` is `-a + 3bx²`. -/
theorem doubleWell_curvature (a b x : ℝ) :
    deriv (deriv (doubleWell a b)) x = -a + 3 * b * x ^ 2 := by
  have h1 : deriv (doubleWell a b) = fun y => -a * y + b * y ^ 3 := by
    funext y
    have h : HasDerivAt (doubleWell a b) (-a * y + b * y ^ 3) y := by
      refine (((hasDerivAt_pow 2 y).const_mul (-a / 2)).fun_add
        ((hasDerivAt_pow 4 y).const_mul (b / 4))).congr_deriv ?_
      simp only [Nat.cast_ofNat, Nat.reduceSub]
      ring
    exact h.deriv
  rw [h1]
  refine ((((hasDerivAt_id' x).const_mul (-a)).fun_add
    ((hasDerivAt_pow 3 x).const_mul b)).congr_deriv ?_).deriv
  simp only [Nat.cast_ofNat, Nat.reduceSub]
  ring
```

Differentiating twice gives $V'(x)=-ax+bx^3$ and $V''(x)=-a+3bx^2$. Lean writes the second derivative as `deriv (deriv ...)`.

```lean
/-- At the optimal variance `T/s` equals the Gaussian average of the curvature of the well. -/
theorem stiffness_eq_mean_curvature (a : ℝ) {b T : ℝ} (hb : 0 < b) (hT : 0 < T) :
    ∫ x, deriv (deriv (doubleWell a b)) x * gaussian (optimalVariance a b T) x =
      T / optimalVariance a b T := by
  obtain ⟨hs, hq, -⟩ := optimalVariance_spec a hb hT
  generalize optimalVariance a b T = s at *
  obtain ⟨h0, h2, -⟩ := gaussian_moments hs
  have hint : ∀ x, deriv (deriv (doubleWell a b)) x * gaussian s x =
      -a * (x ^ 0 * gaussian s x) + 3 * b * (x ^ 2 * gaussian s x) := by
    intro x
    rw [doubleWell_curvature]
    ring
  rw [integral_congr_ae (Filter.Eventually.of_forall hint),
    integral_add ((gaussian_integrable hs 0).const_mul _)
      ((gaussian_integrable hs 2).const_mul _),
    integral_const_mul, integral_const_mul, h0, h2, eq_div_iff hs.ne']
  linear_combination hq
```

Averaging the curvature over the optimal Gaussian gives
$$\langle V''\rangle=-a+3bs_*=\frac T{s_*},$$
where the last step is the stationarity equation divided by $s_*$. The stiffness that sets the width is therefore also the mean curvature seen by a particle spread over that width. This is the self-consistency condition of self-consistent phonon theory, here for a single classical coordinate.

```lean
/-- For `a, b, T > 0` the curvature of the well at zero is negative, while `T/s` at the
optimal variance is positive. -/
theorem thermal_stabilisation {a b T : ℝ} (ha : 0 < a) (hb : 0 < b) (hT : 0 < T) :
    deriv (deriv (doubleWell a b)) 0 < 0 ∧ 0 < T / optimalVariance a b T := by
  refine ⟨?_, div_pos hT (optimalVariance_spec a hb hT).1⟩
  rw [doubleWell_curvature]
  linarith

end

end DoubleWellGaussian
```

For $a>0$ the bare curvature is $V''(0)=-a<0$, while $T/s_*>0$. Positivity alone is no surprise, because any Gaussian of finite width has $T/s>0$. The substance lies in the earlier theorems: an optimal width exists, and its stiffness equals the thermally averaged curvature. In this one-coordinate model, that is how a mode with an imaginary harmonic frequency can acquire a real effective frequency at finite temperature.

## The self-consistency loop in a calculation

One way to solve the self-consistent phonon equations is to iterate on a matrix of force constants: choose a stiffness, average the curvature over the corresponding Gaussian, and update the stiffness. Other schemes minimise the free energy directly or fit force constants to sampled forces. For this well the update is
$$K\mapsto -a+\frac{3bT}K .$$
Near the fixed point $K_*=T/s_*$, an error is multiplied by $-(1+a/K_*)$ at each step. For $a>0$ the magnitude of this factor exceeds one, so the plain iteration is unstable. One remedy is to mix the new stiffness with the old one, giving the new value a small enough weight. The closed form for $K_*$ is a convenient test value for such a loop.

## Letting the Gaussian move off centre

A wider trial family would also let the mean displacement $c$ vary. The averaged potential would become
$$-\frac a2(c^2+s)+\frac b4(c^4+6c^2s+3s^2).$$
For $a>0$ and sufficiently low $T$, a narrow Gaussian in one of the wells then has a lower free energy than the best centred one: as $T\to0$ the two values approach $-a^2/(4b)$ and $-a^2/(12b)$. By symmetry the minimisers come in pairs $\pm c$, so uniqueness would fail there. The theorems above compare centred Gaussians only. A displaced minimiser is a feature of the Gaussian trial family and not a broken symmetry of the particle: the exact equilibrium density, proportional to $e^{-V/T}$, is even at every $T>0$ and for $a>0$ has a peak in each well.

```lean
#print axioms DoubleWellGaussian.trialFreeEnergy_unique_minimiser
#print axioms DoubleWellGaussian.doubleWell_curvature
#print axioms DoubleWellGaussian.stiffness_eq_mean_curvature
#print axioms DoubleWellGaussian.thermal_stabilisation
```

```
'DoubleWellGaussian.trialFreeEnergy_unique_minimiser' depends on axioms: [propext, Classical.choice, Quot.sound]
'DoubleWellGaussian.doubleWell_curvature' depends on axioms: [propext, Classical.choice, Quot.sound]
'DoubleWellGaussian.stiffness_eq_mean_curvature' depends on axioms: [propext, Classical.choice, Quot.sound]
'DoubleWellGaussian.thermal_stabilisation' depends on axioms: [propext, Classical.choice, Quot.sound]
```
